# The Gibbs state of a system with finitely many energy levels is diagonal in the energy basis, with the Boltzmann weights on the diagonal

The theorem `gibbs_eq_diagonal` concerns a system with finitely many levels of real energies Eᵢ, whose Hamiltonian H is written as a diagonal matrix in its eigenbasis. It states that, for every real β, the Gibbs state exp(−βH) / tr exp(−βH) is the diagonal matrix with entries exp(−βEᵢ) / ∑ⱼ exp(−βEⱼ). The attempt first writes −βH as a diagonal matrix and uses `Matrix.exp_diagonal` to reduce its exponential to that of the function i ↦ −βEᵢ. It then has to show that this exponential is taken entry by entry, after which it computes the trace and compares the matrix entries.

The first attempt, which Lean rejects:

```lean
import Mathlib

open Matrix

namespace GibbsEqDiagonal

noncomputable section

variable {n : Type*} [Fintype n] [DecidableEq n]

/-- The Hamiltonian with energy levels `E`, written in its eigenbasis. -/
def hamiltonian (E : n → ℝ) : Matrix n n ℂ := diagonal fun i => (E i : ℂ)

/-- The Gibbs state `exp(-βH) / tr exp(-βH)` of a system with at least one level. -/
def gibbs (β : ℝ) (E : n → ℝ) : Matrix n n ℂ :=
  (trace (NormedSpace.exp (-(β : ℂ) • hamiltonian E)))⁻¹ •
    NormedSpace.exp (-(β : ℂ) • hamiltonian E)

/-- The Boltzmann weight of level `i` in a system with at least one level. -/
def weight (β : ℝ) (E : n → ℝ) (i : n) : ℝ :=
  Real.exp (-β * E i) / ∑ j, Real.exp (-β * E j)

/-- The Gibbs state is diagonal in the energy basis, with the Boltzmann weights as entries. -/
theorem gibbs_eq_diagonal (β : ℝ) (E : n → ℝ) :
    gibbs β E = diagonal fun i => (weight β E i : ℂ) := by
  have h0 : -(β : ℂ) • hamiltonian E = diagonal (fun i => ((-β * E i : ℝ) : ℂ)) := by
    ext i j
    by_cases h : i = j
    · subst h
      simp [hamiltonian]
    · simp [hamiltonian, h]
  have h : NormedSpace.exp (-(β : ℂ) • hamiltonian E)
      = diagonal fun i => ((Real.exp (-β * E i) : ℝ) : ℂ) := by
    rw [h0, Matrix.exp_diagonal]
    congr 1
    funext i
    rw [Pi.exp_apply, ← Complex.exp_eq_exp_ℂ, Complex.ofReal_exp]
  rw [gibbs, h, trace_diagonal]
  ext i j
  by_cases hij : i = j
  · subst hij
    simp [weight, div_eq_inv_mul]
  · simp [hij]

end

end GibbsEqDiagonal
```

Messages:

```
Main.lean:37:8: error(lean.unknownIdentifier): Unknown identifier `Pi.exp_apply`
```

The message says that Lean finds no declaration called `Pi.exp_apply` under that name. The attempt wanted it for the step after `funext i`, where the left side is the exponential of a whole function, evaluated at `i`, and the right side is the real exponential of the single number −βEᵢ, cast to ℂ. The `rw` stops at the unknown name, so its other two rewrites are never tried.

The repair proves the step from a general fact. `Complex.ofReal_exp` moves the cast inside the exponential on the right, and `Complex.exp_eq_exp_ℂ`, now used from left to right, turns `Complex.exp` into `NormedSpace.exp`, so that both sides use the same exponential. `NormedSpace.map_exp` says that a continuous ring homomorphism commutes with this exponential. Here the homomorphism is evaluation at `i`, given by `Pi.evalRingHom`, and `continuous_apply i` supplies its continuity. The last argument is the function being exponentiated, and the resulting equation is the one needed.

Lean accepts the file once it reads:

```diff
@@ -35,5 +35,7 @@
     congr 1
     funext i
-    rw [Pi.exp_apply, ← Complex.exp_eq_exp_ℂ, Complex.ofReal_exp]
+    rw [Complex.ofReal_exp, Complex.exp_eq_exp_ℂ]
+    exact NormedSpace.map_exp (Pi.evalRingHom (fun _ : n => ℂ) i) (continuous_apply i)
+      (fun i => ((-β * E i : ℝ) : ℂ))
   rw [gibbs, h, trace_diagonal]
   ext i j
```
